# Cosine-logarithm potential of the salt-free cylindrical Poisson–Boltzmann cell: unique parameters for charge parameter ξ ≥ 1

Measure the distance r from the axis of a charged rod in a fixed unit of length, and take the potential

y(r) = 2 ln(r cos(ln r)).

Differentiating once and multiplying by r gives

r y′ = 2 − 2 tan(ln r).

A second derivative turns the tangent into 1/cos², which is what exp(−y) contains:

y″ + y′/r = (r y′)′/r = −2/(r² cos²(ln r)) = −2 exp(−y).

The scaled field r y′ is 2 at r = 1 and falls to 0 at r = exp(π/4). Within Poisson–Boltzmann theory, a rod of radius 1 surrounded only by its counterions in a neutral cell of radius exp(π/4) is therefore described exactly, for one particular rod charge. Two parameters, B and R, extend this to other radii and charges.

```lean
import Mathlib

open Real Set

namespace CylindricalPoissonBoltzmann

noncomputable section
```

## The potential and the cell it describes

The general phase is

θ(r) = B ln(r/R),

where B sets how fast the phase grows and R is the radius at which it vanishes. The example has B = R = 1.

```lean
/-- The logarithmic phase `B ln(r/R)` at distance `r` from the axis. -/
def phase (B R r : ℝ) : ℝ := B * log (r / R)
```

The potential is then

y(r) = 2 ln(r cos θ(r)).

Here y is the electrostatic potential in units of kT/e, with positive monovalent counterions around a negative rod and no added salt. Their density is proportional to exp(−y). The zero of y is chosen so that the prefactor in the Poisson–Boltzmann equation is 2B².

```lean
/-- The reduced electrostatic potential `y(r) = 2 ln(r cos(B ln(r/R)))`. -/
def potential (B R r : ℝ) : ℝ := 2 * log (r * cos (phase B R r))
```

Let a be the rod radius and b > a the radius of the outer wall. The charge parameter ξ is the Bjerrum length divided by the axial distance per elementary charge on the rod. The Bjerrum length is the separation at which two elementary charges in the solvent have an interaction energy of magnitude kT. Gauss's law at the rod, and neutrality of the whole cell, give

a y′(a) = 2ξ and b y′(b) = 0.

`IsCellSolution` collects these conditions with B > 0, R > 0 and |θ| < π/2 throughout the closed gap [a, b], which keeps the cosine positive. The derivatives at a and b are two-sided, since the formula continues smoothly a little beyond each edge. The differential equation is not a field of the structure; it follows from regularity, as shown below.

```lean
/-- The parameters `B, R` describe a cell with rod radius `a`, wall radius `b` and
charge parameter `ξ`: the potential is regular in the gap, `r y' = 2ξ` at the rod,
and `r y' = 0` at the wall. -/
structure IsCellSolution (a b ξ B R : ℝ) : Prop where
  B_pos : 0 < B
  R_pos : 0 < R
  regular : ∀ r ∈ Icc a b, |phase B R r| < π / 2
  rod : a * deriv (potential B R) a = 2 * ξ
  wall : b * deriv (potential B R) b = 0
```

## From the phase to the differential equation

Since ln(r/R) has derivative 1/r,

θ′(r) = B/r.

```lean
/-- The phase changes with distance at the rate `B/r`. -/
theorem hasDerivAt_phase {B R r : ℝ} (hR : 0 < R) (hr : 0 < r) :
    HasDerivAt (phase B R) (B / r) r := by
  have h : HasDerivAt (phase B R) (B * (1 / R / (r / R))) r :=
    (((hasDerivAt_id' r).div_const R).log (div_pos hr hR).ne').const_mul B
  exact h.congr_deriv (by field_simp)
```

By the product and chain rules,

y′ = 2 (cos θ − r sin θ · B/r)/(r cos θ) = (2 − 2B tan θ)/r.

The Lean proof builds the same derivative from the rules for products, cosine and logarithm, with `field_simp` and `ring` doing the simplification. `HasDerivAt` states both that the derivative exists and what it is.

```lean
/-- The slope of the potential is `y' = (2 - 2B tan(B ln(r/R)))/r`. -/
theorem hasDerivAt_potential {B R r : ℝ} (hR : 0 < R) (hr : 0 < r)
    (h : |phase B R r| < π / 2) :
    HasDerivAt (potential B R) ((2 - 2 * B * tan (phase B R r)) / r) r := by
  have hcos : 0 < cos (phase B R r) := cos_pos_of_mem_Ioo (abs_lt.mp h)
  have hc := hcos.ne'
  have h1 := (((hasDerivAt_id' r).fun_mul (hasDerivAt_phase (B := B) hR hr).cos).log
    (mul_pos hr hcos).ne').const_mul 2
  refine HasDerivAt.congr_deriv h1 ?_
  rw [tan_eq_sin_div_cos]
  field_simp
  ring
```

Multiply by r and differentiate again:

(r y′)′ = −2B · (1/cos² θ) · B/r.

Dividing by r, and using exp(−y) = 1/(r cos θ)², gives

y″ + y′/r = −2B²/(r² cos² θ) = −2B² exp(−y).

To differentiate y′ at r one needs its formula near r, not only at r. The step `hev` supplies this, because r > 0 and |θ| < π/2 persist under small changes of r. The theorem also states that y′ is differentiable, because Lean's `deriv` returns 0 where no derivative exists.

```lean
/-- The potential solves the cylindrical Poisson-Boltzmann equation
`y'' + y'/r = -2B² exp(-y)` wherever `r > 0` and `|B ln(r/R)| < π/2`. -/
theorem poisson_boltzmann {B R r : ℝ} (hR : 0 < R) (hr : 0 < r)
    (h : |phase B R r| < π / 2) :
    DifferentiableAt ℝ (deriv (potential B R)) r ∧
      deriv (deriv (potential B R)) r + deriv (potential B R) r / r
        = -2 * B ^ 2 * exp (-potential B R r) := by
  have hcos : 0 < cos (phase B R r) := cos_pos_of_mem_Ioo (abs_lt.mp h)
  have hc := hcos.ne'
  -- the formula for the slope holds in a whole neighbourhood of `r`
  have hev : deriv (potential B R) =ᶠ[nhds r]
      fun s => (2 - 2 * B * tan (phase B R s)) / s := by
    have h1 := (hasDerivAt_phase (B := B) hR hr).continuousAt.abs.eventually_lt
      continuousAt_const h
    filter_upwards [h1, lt_mem_nhds hr] with s hs hs0
    exact (hasDerivAt_potential hR hs0 hs).deriv
  have hexp : exp (-potential B R r)
      = ((r * cos (phase B R r)) * (r * cos (phase B R r)))⁻¹ := by
    unfold potential
    rw [exp_neg, two_mul, exp_add, exp_log (mul_pos hr hcos)]
  have htan := (hasDerivAt_tan hc).comp r (hasDerivAt_phase (B := B) hR hr)
  have h2 := ((htan.const_mul (2 * B)).const_sub 2).fun_div (hasDerivAt_id' r) hr.ne'
  have h3 := h2.congr_of_eventuallyEq hev
  refine ⟨h3.differentiableAt, ?_⟩
  rw [h3.deriv, (hasDerivAt_potential hR hr h).deriv, hexp]
  simp only [Function.comp_apply]
  field_simp
  ring
```

## The radius R is not the outer wall

The slope formula gives the scaled field directly:

r y′ = 2 − 2B tan θ.

```lean
/-- The scaled field is `r y' = 2 - 2B tan(B ln(r/R))`. -/
theorem flux_eq {B R r : ℝ} (hR : 0 < R) (hr : 0 < r) (h : |phase B R r| < π / 2) :
    r * deriv (potential B R) r = 2 - 2 * B * tan (phase B R r) := by
  rw [(hasDerivAt_potential hR hr h).deriv, mul_div_cancel₀ _ hr.ne']
```

At r = R the phase is zero, so r y′ = 2. A neutral outer wall needs r y′ = 0, so R lies elsewhere. When it lies in the gap, as shown below for ξ ≥ 1, it is the radius within which the rod and its counterions together have an effective charge parameter of 1, often called the Manning radius.

Conversely, if r y′ = 2 and B ≠ 0, then tan θ = 0. On the branch |θ| < π/2 this forces θ = 0, hence ln(r/R) = 0 and r = R. In the proof, `arctan_tan` inverts the tangent on that branch.

```lean
/-- For `B ≠ 0` the scaled field `r y'` equals 2 at `r = R` and nowhere else in the
regular domain. -/
theorem flux_eq_two_iff {B R r : ℝ} (hB : B ≠ 0) (hR : 0 < R) (hr : 0 < r)
    (h : |phase B R r| < π / 2) :
    r * deriv (potential B R) r = 2 ↔ r = R := by
  rw [flux_eq hR hr h]
  constructor
  · intro e
    have h0 : B * tan (phase B R r) = 0 := by linarith
    have ht := (mul_eq_zero.mp h0).resolve_left hB
    have hp := arctan_tan (abs_lt.mp h).1 (abs_lt.mp h).2
    rw [ht, arctan_zero] at hp
    have hl : log (r / R) = 0 := (mul_eq_zero.mp (show B * log (r / R) = 0 from hp.symm)).resolve_left hB
    have h1 := exp_log (div_pos hr hR)
    rw [hl, exp_zero] at h1
    exact (div_eq_one_iff_eq hR.ne').mp h1.symm
  · rintro rfl
    simp [phase, div_self hr.ne']
```

## Boundary conditions as two phases

Inserting the scaled field into the conditions at the wall and the rod gives

tan θ(b) = 1/B and tan θ(a) = −(ξ − 1)/B.

Regularity selects the principal branch:

θ(b) = arctan(1/B) and θ(a) = −arctan((ξ − 1)/B).

For the converse, both values lie strictly between −π/2 and π/2. The phase increases with r, so it stays in that interval across the gap, and regularity follows from the end values. This is the role of `mono` and `reg`. The equivalence holds for every real ξ.

```lean
/-- The cell conditions are equivalent to prescribing the phase at the wall and at
the rod by two arctangents. -/
theorem isCellSolution_iff {a b ξ B R : ℝ} (ha : 0 < a) (hab : a < b)
    (hB : 0 < B) (hR : 0 < R) :
    IsCellSolution a b ξ B R ↔
      phase B R b = arctan (1 / B) ∧ phase B R a = -arctan ((ξ - 1) / B) := by
  have hb := ha.trans hab
  constructor
  · intro h
    have ra := h.regular a ⟨le_rfl, hab.le⟩
    have rb := h.regular b ⟨hab.le, le_rfl⟩
    have ea := h.rod
    have eb := h.wall
    rw [flux_eq hR ha ra] at ea
    rw [flux_eq hR hb rb] at eb
    have ta : tan (phase B R a) = -(ξ - 1) / B := (eq_div_iff hB.ne').mpr (by linarith)
    have tb : tan (phase B R b) = 1 / B := (eq_div_iff hB.ne').mpr (by linarith)
    constructor
    · rw [← tb, arctan_tan (abs_lt.mp rb).1 (abs_lt.mp rb).2]
    · rw [← arctan_neg, ← neg_div, ← ta, arctan_tan (abs_lt.mp ra).1 (abs_lt.mp ra).2]
  · rintro ⟨pb, pa⟩
    -- the phase grows with distance, so its end values control the whole gap
    have mono : ∀ r s : ℝ, 0 < r → r ≤ s → phase B R r ≤ phase B R s := fun r s hr hrs =>
      mul_le_mul_of_nonneg_left (log_le_log (div_pos hr hR) (by gcongr)) hB.le
    have reg : ∀ r ∈ Icc a b, |phase B R r| < π / 2 := fun r hr => abs_lt.mpr
      ⟨by linarith [mono a r ha hr.1, arctan_lt_pi_div_two ((ξ - 1) / B)],
       by linarith [mono r b (ha.trans_le hr.1) hr.2, arctan_lt_pi_div_two (1 / B)]⟩
    refine ⟨hB, hR, reg, ?_, ?_⟩
    · rw [flux_eq hR ha (reg a ⟨le_rfl, hab.le⟩), pa, tan_neg, tan_arctan]
      field_simp
      ring
    · rw [flux_eq hR hb (reg b ⟨hab.le, le_rfl⟩), pb, tan_arctan]
      field_simp
      ring
```

## One root for B

Write L = ln(b/a). The phase difference between wall and rod is BL, so subtracting the two conditions leaves one equation for B:

BL = arctan(1/B) + arctan((ξ − 1)/B).

For ξ ≥ 1 the left side increases strictly with B and the right side never increases, so there is at most one positive root.

For existence, take ε = min(1, π/(4L)). At B = ε the left side is at most π/4, while the first arctangent is at least π/4 and the second is not negative. At B = π/L the left side is π, more than two arctangents can reach. The difference of the two sides is continuous between these points, so the intermediate value theorem gives a root. In the code `key` is the monotonicity argument, and `hlo` and `hhi` are the two end estimates.

```lean
/-- For `L > 0` and `ξ ≥ 1` exactly one `B > 0` satisfies
`B L = arctan(1/B) + arctan((ξ-1)/B)`. -/
theorem existsUnique_B {L ξ : ℝ} (hL : 0 < L) (hξ : 1 ≤ ξ) :
    ∃! B : ℝ, 0 < B ∧ B * L = arctan (1 / B) + arctan ((ξ - 1) / B) := by
  have hx : 0 ≤ ξ - 1 := by linarith
  have am := arctan_strictMono.monotone
  -- the left side increases with `B`, the right side does not
  have key : ∀ x y : ℝ, 0 < x → x * L = arctan (1 / x) + arctan ((ξ - 1) / x) →
      y * L = arctan (1 / y) + arctan ((ξ - 1) / y) → y ≤ x := by
    intro x y h0 ex ey
    by_contra hn
    have hxy : x < y := not_le.mp hn
    have h1 : arctan (1 / y) ≤ arctan (1 / x) := am (by gcongr)
    have h2 : arctan ((ξ - 1) / y) ≤ arctan ((ξ - 1) / x) := am (by gcongr)
    have h3 := mul_lt_mul_of_pos_right hxy hL
    linarith
  obtain ⟨ε, hε, hε1, hε2⟩ : ∃ ε : ℝ, 0 < ε ∧ ε ≤ 1 ∧ ε ≤ π / (4 * L) :=
    ⟨min 1 (π / (4 * L)), lt_min one_pos (by positivity), min_le_left _ _, min_le_right _ _⟩
  have e1 : ε * (4 * L) ≤ π := (le_div_iff₀ (by positivity)).mp hε2
  have hεM : ε ≤ π / L := (le_div_iff₀ hL).mpr (by nlinarith [mul_pos hε hL])
  have hcont : ContinuousOn
      (fun B : ℝ => B * L - arctan (1 / B) - arctan ((ξ - 1) / B)) (Icc ε (π / L)) := by
    intro x hxm
    have hx0 : x ≠ 0 := (hε.trans_le hxm.1).ne'
    have c (k : ℝ) : ContinuousAt (fun B : ℝ => arctan (k / B)) x :=
      continuous_arctan.continuousAt.comp (continuousAt_const.div continuousAt_id hx0)
    exact (((continuousAt_id.mul continuousAt_const).sub (c 1)).sub
      (c (ξ - 1))).continuousWithinAt
  have hlo : ε * L - arctan (1 / ε) - arctan ((ξ - 1) / ε) ≤ 0 := by
    have h1 := am ((le_div_iff₀ hε).mpr (by linarith) : (1 : ℝ) ≤ 1 / ε)
    have h2 := am (div_nonneg hx hε.le)
    rw [arctan_one] at h1
    rw [arctan_zero] at h2
    linarith
  have hhi : 0 ≤ π / L * L - arctan (1 / (π / L)) - arctan ((ξ - 1) / (π / L)) := by
    rw [div_mul_cancel₀ _ hL.ne']
    linarith [arctan_lt_pi_div_two (1 / (π / L)), arctan_lt_pi_div_two ((ξ - 1) / (π / L))]
  obtain ⟨B, hBm, hB⟩ := intermediate_value_Icc hεM hcont ⟨hlo, hhi⟩
  have hB' : B * L - arctan (1 / B) - arctan ((ξ - 1) / B) = 0 := hB
  have hB0 : 0 < B := hε.trans_le hBm.1
  have eB : B * L = arctan (1 / B) + arctan ((ξ - 1) / B) := by linarith
  exact ⟨B, ⟨hB0, eB⟩, fun y hy => le_antisymm (key B y hB0 eB hy.2) (key y B hy.1 hy.2 eB)⟩
```

## One pair (B, R) for the cell

Once B is known, the wall condition B ln(b/R) = arctan(1/B) fixes

R = b exp(−arctan(1/B)/B).

The rod condition then holds because the phase difference is right. If (B′, R′) is another solution, subtracting its phases gives the same equation for B′, so B′ = B; the wall condition then gives ln R′ = ln R, and R′ = R.

The symbol `∃!` means that exactly one pair exists. This is uniqueness of the parameters within the given family of potentials, not uniqueness among all solutions of the differential equation.

```lean
/-- For every rod radius `a`, wall radius `b > a` and charge parameter `ξ ≥ 1`, exactly
one pair `(B, R)` satisfies the cell conditions. -/
theorem existsUnique_cellSolution {a b ξ : ℝ} (ha : 0 < a) (hab : a < b) (hξ : 1 ≤ ξ) :
    ∃! p : ℝ × ℝ, IsCellSolution a b ξ p.1 p.2 := by
  have hb := ha.trans hab
  have hsub : ∀ B R : ℝ, 0 < R → phase B R b - phase B R a = B * log (b / a) := by
    intro B R hR
    unfold phase
    rw [log_div hb.ne' hR.ne', log_div ha.ne' hR.ne', log_div hb.ne' ha.ne']
    ring
  obtain ⟨B, ⟨hB, eB⟩, uB⟩ := existsUnique_B (log_pos ((one_lt_div ha).mpr hab)) hξ
  -- the wall condition fixes `R` once `B` is known
  have hph : ∀ t : ℝ, phase B (b * exp (-(t / B))) b = t := by
    intro t
    unfold phase
    rw [log_div hb.ne' (mul_pos hb (exp_pos _)).ne', log_mul hb.ne' (exp_pos _).ne', log_exp]
    field_simp
    ring
  have hR : 0 < b * exp (-(arctan (1 / B) / B)) := mul_pos hb (exp_pos _)
  have pb := hph (arctan (1 / B))
  refine ⟨(B, b * exp (-(arctan (1 / B) / B))),
    (isCellSolution_iff ha hab hB hR).mpr ⟨pb, by linarith [hsub B _ hR]⟩, ?_⟩
  rintro ⟨B', R'⟩ h
  have hR' : 0 < R' := h.R_pos
  obtain ⟨qb, qa⟩ := (isCellSolution_iff ha hab h.B_pos h.R_pos).mp h
  dsimp only at qb qa
  have hBB : B' = B := uB B' ⟨h.B_pos, by linarith [hsub B' R' hR']⟩
  subst hBB
  have hl := mul_left_cancel₀ hB.ne' (qb.trans pb.symm)
  rw [log_div hb.ne' hR'.ne', log_div hb.ne' hR.ne'] at hl
  exact Prod.ext rfl (log_injOn_pos hR' hR (by linarith))
```

The signs of the phases locate R. Since θ(b) = arctan(1/B) > 0, we have R < b. Since θ(a) = −arctan((ξ − 1)/B) ≤ 0, we have a ≤ R, with equality when ξ = 1, as in the opening example. The proof assumes each inequality false and contradicts the sign of the corresponding logarithm.

```lean
/-- For `ξ ≥ 1` the radius `R` of a cell solution satisfies `a ≤ R < b`. -/
theorem radius_mem_gap {a b ξ B R : ℝ} (ha : 0 < a) (hab : a < b) (hξ : 1 ≤ ξ)
    (h : IsCellSolution a b ξ B R) : a ≤ R ∧ R < b := by
  have hB := h.B_pos
  have hR := h.R_pos
  obtain ⟨pb, pa⟩ := (isCellSolution_iff ha hab hB hR).mp h
  have h1 := arctan_strictMono (one_div_pos.mpr hB)
  have h2 := arctan_strictMono.monotone (div_nonneg (sub_nonneg.mpr hξ) hB.le)
  rw [arctan_zero] at h1 h2
  unfold phase at pa pb
  constructor
  · by_contra hn
    have := mul_pos hB (log_pos ((one_lt_div hR).mpr (not_le.mp hn)))
    linarith
  · by_contra hn
    have hl := log_nonpos (div_pos (ha.trans hab) hR).le
      ((div_le_one hR).mpr (not_lt.mp hn))
    have := mul_nonpos_of_nonneg_of_nonpos hB.le hl
    linarith

end

end CylindricalPoissonBoltzmann
```

```lean
#print axioms CylindricalPoissonBoltzmann.poisson_boltzmann
-- 'CylindricalPoissonBoltzmann.poisson_boltzmann' depends on axioms: [propext, Classical.choice, Quot.sound]
#print axioms CylindricalPoissonBoltzmann.flux_eq_two_iff
-- 'CylindricalPoissonBoltzmann.flux_eq_two_iff' depends on axioms: [propext, Classical.choice, Quot.sound]
#print axioms CylindricalPoissonBoltzmann.existsUnique_cellSolution
-- 'CylindricalPoissonBoltzmann.existsUnique_cellSolution' depends on axioms: [propext, Classical.choice, Quot.sound]
#print axioms CylindricalPoissonBoltzmann.radius_mem_gap
-- 'CylindricalPoissonBoltzmann.radius_mem_gap' depends on axioms: [propext, Classical.choice, Quot.sound]
```

## Counterions inside R, and an uncharged rod

The scaled field also counts counterions. Integrating (r y′)′ = −2B² r exp(−y) from a to R gives

∫ 2B² r exp(−y) dr = 2ξ − 2,

and the same integral from a to b gives 2ξ. For ξ ≥ 1 the fraction of counterions within R is therefore 1 − 1/ξ, whatever the size of the cell. This integration goes a step further than the theorems above.

The hypothesis ξ ≥ 1 is sufficient for existence but not necessary. In the opening example, moving the rod surface to a radius a between 1 and exp(π/4) gives a cell solution with ξ = 1 − tan(ln a) < 1. The hypothesis cannot simply be dropped, however. Take ξ = 0, an uncharged rod. The boundary conditions then require r y′ = 0 at both a and b. For B > 0, however, r y′ = 2 − 2B tan θ decreases strictly across the gap and cannot vanish twice, so no pair (B, R) satisfies the cell conditions.

For stiff polyelectrolytes, the closed form offers a reference against which a numerical Poisson–Boltzmann solver can be compared, within a mean-field model of point-like monovalent counterions, a uniform dielectric and an infinitely long, uniformly charged rod without added salt.
